# Reference energy and single-excitation matrix element from the anticommutation relations

Fock space can be built explicitly from antisymmetrised products of orbitals, or it can be described by the algebra of its operators. The second description is used here. The state vectors form a complex inner-product space `E`, whose dimension is not fixed in advance, and the annihilators \(a_p\) and creators \(c_p=a_p^\dagger\) are linear maps on it, with \(p\) in an index type `ι` of spin orbitals. The inner product is linear in its second argument.

In Lean 4 with Mathlib:

```lean
import Mathlib

open scoped InnerProductSpace
open Matrix

namespace NormalOrdering

noncomputable section

variable {ι E : Type*} [NormedAddCommGroup E] [InnerProductSpace ℂ E]
```

The reference \(\Phi\) is also described by how operators act on it. It has norm one, \(a_p\Phi=0\) for virtual \(p\), and \(c_p\Phi=0\) for occupied \(p\). The finite set `occ` lists the occupied orbitals. These conditions stand for a single determinant: an empty orbital has no electron to remove, and a filled one accepts no second electron.

```lean
/-- A unit vector `Φ` in which the orbitals of `occ` are filled and all others are empty:
virtual annihilators `a p` and occupied creators `c p` give zero on it. -/
structure IsReference (a c : ι → E →ₗ[ℂ] E) (occ : Finset ι) (Φ : E) : Prop where
  unit : ‖Φ‖ = 1
  virt : ∀ p, p ∉ occ → a p Φ = 0
  filled : ∀ p, p ∈ occ → c p Φ = 0
```

Three abbreviations follow. The first is the Kronecker delta \(\delta_{pq}\).

```lean
variable [DecidableEq ι]

/-- The Kronecker delta of two orbitals. -/
def delta (p q : ι) : ℂ := if p = q then 1 else 0
```

The second is its antisymmetrised product, \(D_{ijrs}=\delta_{ir}\delta_{js}-\delta_{is}\delta_{jr}\), for arbitrary orbitals.

```lean
/-- The antisymmetrised product of Kronecker deltas, direct minus exchange. -/
def pairDelta (i j r s : ι) : ℂ := delta i r * delta j s - delta i s * delta j r
```

The third is the occupation number \(n_p\), which is 1 in `occ` and 0 outside.

```lean
/-- The occupation number of an orbital: one in `occ`, zero outside. -/
def occN (occ : Finset ι) (p : ι) : ℂ := if p ∈ occ then 1 else 0
```

The structure `IsFermionic` postulates adjointness and the relations

\[
a_pa_q+a_qa_p=0,\qquad a_pc_q+c_qa_p=\delta_{qp}.
\]

They encode Fermi statistics, and the delta says that the spin orbitals are orthonormal.

```lean
/-- Annihilators `a p` and creators `c p` that are adjoint to each other and obey the
canonical anticommutation relations. -/
structure IsFermionic (a c : ι → E →ₗ[ℂ] E) : Prop where
  adjoint : ∀ p x y, ⟪c p x, y⟫_ℂ = ⟪x, a p y⟫_ℂ
  anti : ∀ p q x, a p (a q x) + a q (a p x) = 0
  car : ∀ p q x, a p (c q x) + c q (a p x) = delta q p • x
```

## (a) An annihilator in the bra

Show that \(\langle a_px,y\rangle=\langle x,c_py\rangle\).

**Solution.** The postulate reads \(\langle c_px,y\rangle=\langle x,a_py\rangle\). Exchange \(x\) and \(y\) and take the complex conjugate of both sides. The rewriting with `inner_conj_symm` does exactly this.

```lean
variable {a c : ι → E →ₗ[ℂ] E} {occ : Finset ι} {Φ : E}

/-- An annihilator in the bra acts as the creator in the ket. -/
theorem inner_annihilate (hF : IsFermionic a c) (p : ι) (x y : E) :
    ⟪a p x, y⟫_ℂ = ⟪x, c p y⟫_ℂ := by
  rw [← inner_conj_symm, ← hF.adjoint, inner_conj_symm]
```

## (b) The one-body density matrix

Show that \(\langle\Phi,c_pa_q\Phi\rangle=n_p\delta_{pq}\).

**Solution.** If \(p\) is occupied, then \(c_p\Phi=0\), so the anticommutator gives \(c_pa_q\Phi=\delta_{pq}\Phi\), and \(\|\Phi\|=1\) finishes the case. If \(p\) is virtual, part (a) gives \(\langle a_p\Phi,a_q\Phi\rangle=0\). The proof splits with `by_cases` in the same way.

```lean
/-- The one-body density matrix of the reference is diagonal, with the occupation numbers
as entries. -/
theorem one_body (hF : IsFermionic a c) (hR : IsReference a c occ Φ) (p q : ι) :
    ⟪Φ, c p (a q Φ)⟫_ℂ = occN occ p * delta p q := by
  by_cases hp : p ∈ occ
  · have h := hF.car q p Φ
    rw [hR.filled p hp, map_zero, zero_add] at h
    rw [h, inner_smul_right, inner_self_eq_norm_sq_to_K, hR.unit]
    simp [occN, hp]
  · rw [← inner_annihilate hF, hR.virt p hp]
    simp [occN, hp]
```

## (c) The two-body density matrix

Show that \(\langle\Phi,c_pc_qa_sa_r\Phi\rangle=n_pn_qD_{pqrs}\).

**Solution.** For occupied \(q\), move \(c_q\) to the right until it meets \(\Phi\):

\[
c_qa_sa_r\Phi=\delta_{qs}a_r\Phi-a_sc_qa_r\Phi=\delta_{qs}a_r\Phi-\delta_{qr}a_s\Phi .
\]

Part (b) then gives \(n_p(\delta_{qs}\delta_{pr}-\delta_{qr}\delta_{ps})=n_pD_{pqrs}\). For virtual \(q\), move both creators into the bra, where \(a_qa_p\Phi=-a_pa_q\Phi=0\). In the code, `h1` is the displayed equation.

```lean
/-- The two-body density matrix of the reference is the direct minus the exchange product
of deltas, restricted to occupied orbitals. -/
theorem two_body (hF : IsFermionic a c) (hR : IsReference a c occ Φ) (p q r s : ι) :
    ⟪Φ, c p (c q (a s (a r Φ)))⟫_ℂ = occN occ p * occN occ q * pairDelta p q r s := by
  by_cases hq : q ∈ occ
  · -- move the occupied creator to the right, where it gives zero
    have h2 := hF.car r q Φ
    rw [hR.filled q hq, map_zero, zero_add] at h2
    have h3 := hF.car s q (a r Φ)
    rw [h2, map_smul] at h3
    have h1 : c q (a s (a r Φ)) = delta q s • a r Φ - delta q r • a s Φ := by
      rw [← h3]
      abel
    have hn : occN occ q = 1 := if_pos hq
    simp only [h1, map_sub, map_smul, inner_sub_right, inner_smul_right, one_body hF hR]
    rw [hn, pairDelta]
    ring
  · -- a virtual creator acts to the left, where it gives zero
    have h := hF.anti q p Φ
    rw [hR.virt q hq, map_zero, add_zero] at h
    rw [← inner_annihilate hF, ← inner_annihilate hF, h]
    simp [occN, hq]
```

## (d) Passing a virtual annihilator through

Let \(a_ux=0\). Show that

\[
a_ua_px=0,\quad a_uc_px=\delta_{pu}x,\quad a_uc_pc_qx=\delta_{pu}c_qx-\delta_{qu}c_px .
\]

**Solution.** The first two follow from one anticommutation each, since the term with \(a_ux\) vanishes. For the third,

\[
a_uc_pc_qx=\delta_{pu}c_qx-c_pa_uc_qx,
\]

and the second identity evaluates \(a_uc_qx=\delta_{qu}x\).

```lean
/-- If the annihilator of orbital `u` gives zero on `x`, it still does after one more
annihilator, and passing it through one or two creators leaves only the contractions. -/
theorem annihilate_through (hF : IsFermionic a c) {u : ι} {x : E} (hx : a u x = 0) (p q : ι) :
    a u (a p x) = 0 ∧ a u (c p x) = delta p u • x ∧
      a u (c p (c q x)) = delta p u • c q x - delta q u • c p x := by
  have one : ∀ t, a u (c t x) = delta t u • x := by
    intro t
    have h := hF.car u t x
    rwa [hx, map_zero, add_zero] at h
  refine ⟨?_, one p, ?_⟩
  · have h := hF.anti u p x
    rwa [hx, map_zero, add_zero] at h
  · have h := hF.car u p (c q x)
    rw [one q, map_smul] at h
    exact eq_sub_of_add_eq h
```

## The Hamiltonian

From here on the set of orbitals is finite. The Hamiltonian is

\[
H=\sum_{pq}h_{pq}c_pa_q+\tfrac14\sum_{pqrs}v_{pqrs}c_pc_qa_sa_r .
\]

For the electrons of a molecule, \(h\) holds the kinetic energy and the attraction to the nuclei, and \(v\) the repulsion between electrons. The factor \(\tfrac14\) belongs to antisymmetrised integrals, \(v_{pqrs}=\langle pq|rs\rangle-\langle pq|sr\rangle\). The antisymmetry is a hypothesis of the theorems that need it, and neither array has to be Hermitian.

```lean
variable [Fintype ι]

/-- The Hamiltonian with one-body integrals `h` and two-body integrals `v`, the latter with
the prefactor 1/4 of antisymmetrised integrals. -/
def hamiltonian (a c : ι → E →ₗ[ℂ] E) (h : ι → ι → ℂ) (v : ι → ι → ι → ι → ℂ) : E →ₗ[ℂ] E :=
  ∑ p, ∑ q, h p q • (c p ∘ₗ a q) +
    (1 / 4 : ℂ) • ∑ p, ∑ q, ∑ r, ∑ s, v p q r s • (c p ∘ₗ c q ∘ₗ a s ∘ₗ a r)
```

## (e) Sums against a delta

Show that \(\sum_p\delta_{up}f_p=f_u\) and \(\sum_p\delta_{pu}f_p=f_u\).

**Solution.** Only the term \(p=u\) is nonzero, in either order of the indices.

```lean
/-- Summation against a Kronecker delta, in either index, selects one orbital. -/
theorem sum_delta (u : ι) (f : ι → ℂ) :
    ∑ p, delta u p * f p = f u ∧ ∑ p, delta p u * f p = f u :=
  ⟨by simp [delta], by simp [delta]⟩
```

## (f) Sums against occupation numbers

Show that \(\sum_pn_pf_p=\sum_{p\in\mathrm{occ}}f_p\).

**Solution.** Virtual terms carry the factor 0 and occupied terms the factor 1.

```lean
/-- Summation against the occupation numbers is summation over occupied orbitals. -/
theorem sum_occN (occ : Finset ι) (f : ι → ℂ) : ∑ p, occN occ p * f p = ∑ p ∈ occ, f p := by
  simp [occN]
```

## (g) Contracting an antisymmetric array

Let \(F_{rs}=-F_{sr}\). Show that \(\sum_{rs}D_{ijrs}F_{rs}=2F_{ij}\).

**Solution.** By part (e) the direct product of deltas selects \(F_{ij}\) and the exchange product selects \(F_{ji}\). Hence the sum is \(F_{ij}-F_{ji}=2F_{ij}\). The last line of the proof supplies the antisymmetry at the pair \((j,i)\).

```lean
/-- Contracting an antisymmetric array with the antisymmetrised delta gives twice its entry. -/
theorem pair_contract (F : ι → ι → ℂ) (hF : ∀ r s, F r s = -F s r) (i j : ι) :
    ∑ r, ∑ s, pairDelta i j r s * F r s = 2 * F i j := by
  simp only [pairDelta, sub_mul, mul_assoc, Finset.sum_sub_distrib, ← Finset.mul_sum, sum_delta]
  linear_combination (-1 : ℂ) * hF j i
```

## (h) The reference energy

Let \(v_{pqrs}=-v_{pqsr}\). Show that

\[
\langle\Phi,H\Phi\rangle=\sum_{i\in\mathrm{occ}}h_{ii}+\tfrac12\sum_{i,j\in\mathrm{occ}}v_{ijij}.
\]

**Solution.** By part (b) the one-body term is \(\sum_{pq}h_{pq}n_p\delta_{pq}=\sum_{i\in\mathrm{occ}}h_{ii}\). By parts (c) and (g) the two-body term is

\[
\tfrac14\sum_{pq}n_pn_q\sum_{rs}D_{pqrs}v_{pqrs}
=\tfrac14\sum_{pq}n_pn_q\,2v_{pqpq}
=\tfrac12\sum_{i,j\in\mathrm{occ}}v_{ijij}.
\]

Antisymmetry in the second index pair (`hket`) is enough. The first `simp only` expands \(H\) and inserts the density matrices; the second performs the contractions.

```lean
variable {h : ι → ι → ℂ} {v : ι → ι → ι → ι → ℂ}

/-- The reference energy is the sum of occupied one-body integrals plus half the sum of
two-body integrals over occupied pairs, for `v` antisymmetric in its last two indices. -/
theorem reference_energy (hF : IsFermionic a c) (hR : IsReference a c occ Φ)
    (hket : ∀ p q r s, v p q r s = -v p q s r) :
    ⟪Φ, hamiltonian a c h v Φ⟫_ℂ =
      ∑ i ∈ occ, h i i + 1 / 2 * ∑ i ∈ occ, ∑ j ∈ occ, v i j i j := by
  have hc := fun p q => pair_contract (v p q) (hket p q)
  simp only [hamiltonian, LinearMap.add_apply, LinearMap.smul_apply, LinearMap.sum_apply,
    LinearMap.comp_apply, inner_add_right, inner_sum, inner_smul_right, one_body hF hR,
    two_body hF hR]
  -- bring the integrals to the right and contract from the inside out
  simp only [mul_comm (h _ _), mul_comm (v _ _ _ _), mul_assoc, ← Finset.mul_sum, hc,
    sum_delta, sum_occN]
  ring
```

The contractions turn on `← Finset.mul_sum`, the distributive law read from right to left: it replaces \(\sum_s b\,f_s\) by \(b\sum_s f_s\). It applies only when \(b\) does not contain the summation index. The rewrites `mul_comm (h _ _)` and `mul_comm (v _ _ _ _)` first put the integrals last, and `mul_assoc` brackets each product to the right. The factors \(n_p\) and \(n_q\) can then leave the sums over \(r\) and \(s\), while \(D_{pqrs}\) has to stay inside. What remains there is the left-hand side of part (g), which the simplifier recognises through `hc`. The sums over \(q\) and \(p\) are then ready for part (f).

## (i) The singly excited matrix element

Let \(v\) be antisymmetric in each index pair, \(u\) virtual and \(i\) occupied. Show that

\[
\langle c_ua_i\Phi,H\Phi\rangle=h_{ui}+\sum_{j\in\mathrm{occ}}v_{ujij}.
\]

**Solution.** Move \(c_u\) from the bra into the ket as \(a_u\). Since \(a_u\Phi=0\), part (d) shows that \(a_u\) also annihilates \(a_q\Phi\) and \(a_sa_r\Phi\). For the one-body term, therefore,

\[
\langle c_ua_i\Phi,c_pa_q\Phi\rangle=\delta_{pu}\langle a_i\Phi,a_q\Phi\rangle=\delta_{pu}\delta_{iq},
\]

where the last step uses parts (a) and (b) with \(n_i=1\). The sum over \(p,q\) gives \(h_{ui}\). For the two-body term, parts (d), (a) and (c) give

\[
\langle c_ua_i\Phi,c_pc_qa_sa_r\Phi\rangle
=\delta_{pu}n_qD_{iqrs}-\delta_{qu}n_pD_{iprs}.
\]

Contraction with \(\tfrac14v_{pqrs}\) leaves

\[
\tfrac14\Big(2\sum_{j\in\mathrm{occ}}v_{ujij}-2\sum_{j\in\mathrm{occ}}v_{juij}\Big)
=\sum_{j\in\mathrm{occ}}v_{ujij},
\]

because \(v_{juij}=-v_{ujij}\). In the code, `h1` and `h2` are the two matrix elements, and `hs` is the final sign change.

```lean
/-- The matrix element between the reference and a single excitation from occupied `i` to
virtual `u` is the one-body integral plus the sum of two-body integrals over the occupied
orbitals, for `v` antisymmetric in each index pair. -/
theorem single_excitation (hF : IsFermionic a c) (hR : IsReference a c occ Φ)
    (hbra : ∀ p q r s, v p q r s = -v q p r s) (hket : ∀ p q r s, v p q r s = -v p q s r)
    {u i : ι} (hu : u ∉ occ) (hi : i ∈ occ) :
    ⟪c u (a i Φ), hamiltonian a c h v Φ⟫_ℂ = h u i + ∑ j ∈ occ, v u j i j := by
  have hc := fun p q => pair_contract (v p q) (hket p q)
  have hn : occN occ i = 1 := if_pos hi
  have hu0 := hR.virt u hu
  have h1 : ∀ p q, ⟪c u (a i Φ), c p (a q Φ)⟫_ℂ = delta p u * delta i q := by
    intro p q
    have hk := (annihilate_through hF hu0 q q).1
    rw [hF.adjoint, (annihilate_through hF hk p p).2.1, inner_smul_right,
      inner_annihilate hF, one_body hF hR, hn, one_mul]
  have h2 : ∀ p q r s, ⟪c u (a i Φ), c p (c q (a s (a r Φ)))⟫_ℂ =
      delta p u * (occN occ q * pairDelta i q r s) -
        occN occ p * (delta q u * pairDelta i p r s) := by
    intro p q r s
    have hk := (annihilate_through hF (annihilate_through hF hu0 r r).1 s s).1
    rw [hF.adjoint, (annihilate_through hF hk p q).2.2]
    simp only [inner_annihilate hF, map_sub, map_smul, inner_sub_right, inner_smul_right,
      two_body hF hR, hn]
    ring
  have hs : ∑ j ∈ occ, v j u i j = -∑ j ∈ occ, v u j i j := by
    rw [← Finset.sum_neg_distrib]
    exact Finset.sum_congr rfl fun j _ => hbra j u i j
  simp only [hamiltonian, LinearMap.add_apply, LinearMap.smul_apply, LinearMap.sum_apply,
    LinearMap.comp_apply, inner_add_right, inner_sum, inner_smul_right, h1, h2]
  simp only [mul_comm (h _ _), mul_comm (v _ _ _ _), sub_mul, mul_assoc,
    Finset.sum_sub_distrib, ← Finset.mul_sum, hc, sum_delta, sum_occN]
  rw [hs]
  ring
```

This element is the virtual–occupied entry of the Fock matrix \(f_{pq}=h_{pq}+\sum_{j\in\mathrm{occ}}v_{pjqj}\). The sum over \(j\) is the mean field of the occupied orbitals, Coulomb minus exchange.

## (j) Three explicit modes

Show that the postulates are satisfied on \(\mathbb C^8\) by three Jordan–Wigner modes, numbered 0, 1 and 2, with the basis state in which modes 0 and 1 are filled:

\[
\Phi=e_3,\qquad 3=2^0+2^1 .
\]

**Solution.** The bits of a basis label are the occupations. The matrix of \(a_p\) empties mode \(p\) and multiplies by \(-1\) for every filled mode \(k<p\).

```lean
/-- The integer matrix of the Jordan-Wigner annihilator of mode `p` among three modes; the
bits of a basis label are the occupations. -/
def jw (p : Fin 3) : Matrix (Fin 8) (Fin 8) ℤ := Matrix.of fun m n =>
  if n.val = m.val + 2 ^ p.val ∧ m.val.testBit p.val = false then
    ∏ k ∈ Finset.range p.val, (if m.val.testBit k then -1 else 1) else 0
```

The entries are integers, so the relations can be checked on integer matrices and then carried over to complex operators.

```lean
/-- An integer matrix as an operator on the eight-dimensional complex Fock space. -/
def matrixOp (A : Matrix (Fin 8) (Fin 8) ℤ) :
    EuclideanSpace ℂ (Fin 8) →ₗ[ℂ] EuclideanSpace ℂ (Fin 8) :=
  Matrix.toEuclideanLin ((Int.castRingHom ℂ).mapMatrix A)
```

For a single mode the sign squares to one. Exactly one of \(a_pc_p\) and \(c_pa_p\) is nonzero on each basis state, so their sum is the identity, and \(a_p^2=0\). For \(k<p\), acting with mode \(k\) flips a bit that enters the sign of mode \(p\), but not conversely. The two orders of operation therefore differ by \(-1\), and the anticommutators vanish. The matrices are real, so the transpose is the adjoint. In \(e_3\) mode 2 is empty and modes 0 and 1 are full, which gives the reference conditions.

In the proof, `h1` to `h4` settle these finite matrix statements by evaluation with `decide +kernel`. The facts `hmul`, `hadd` and `hadj` transfer products, sums and adjoints to the operators.

```lean
/-- The three Jordan-Wigner modes and the basis state with modes 0 and 1 filled satisfy the
anticommutation relations and the reference conditions. -/
theorem jordanWigner_witness :
    IsFermionic (fun p => matrixOp (jw p)) (fun p => matrixOp (jw p)ᵀ) ∧
    IsReference (fun p => matrixOp (jw p)) (fun p => matrixOp (jw p)ᵀ) {0, 1}
      (EuclideanSpace.single (3 : Fin 8) (1 : ℂ)) := by
  have hmul : ∀ A B x, matrixOp A (matrixOp B x) = matrixOp (A * B) x := by
    intro A B x
    apply WithLp.ofLp_injective 2
    simp only [matrixOp, map_mul]
    exact Matrix.mulVec_mulVec x.ofLp ((Int.castRingHom ℂ).mapMatrix A)
      ((Int.castRingHom ℂ).mapMatrix B)
  have hadd : ∀ A B x, matrixOp A x + matrixOp B x = matrixOp (A + B) x := by
    intro A B x
    simp only [matrixOp, map_add, LinearMap.add_apply]
  have hzero : ∀ x, matrixOp 0 x = 0 := by
    intro x
    simp only [matrixOp, map_zero, LinearMap.zero_apply]
  have hone : ∀ x, matrixOp 1 x = x := by
    intro x
    apply WithLp.ofLp_injective 2
    simp only [matrixOp, map_one]
    exact Matrix.one_mulVec x.ofLp
  have hadj : ∀ A, matrixOp Aᵀ = LinearMap.adjoint (matrixOp A) := by
    intro A
    unfold matrixOp
    rw [← Matrix.toEuclideanLin_conjTranspose_eq_adjoint]
    congr 1
    ext i j
    simp
  have hcol : ∀ A : Matrix (Fin 8) (Fin 8) ℤ, (∀ m, A m 3 = 0) →
      matrixOp A (EuclideanSpace.single (3 : Fin 8) (1 : ℂ)) = 0 := by
    intro A hA
    ext m
    change (((Int.castRingHom ℂ).mapMatrix A) *ᵥ (Pi.single 3 (1 : ℂ) : Fin 8 → ℂ)) m = 0
    simp [hA]
  -- the relations between the integer matrices are finite checks
  have h1 : ∀ p q, jw p * jw q + jw q * jw p = 0 := by decide +kernel
  have h2 : ∀ p q, jw p * (jw q)ᵀ + (jw q)ᵀ * jw p = if q = p then 1 else 0 := by
    decide +kernel
  have h3 : ∀ p : Fin 3, p ∉ ({0, 1} : Finset (Fin 3)) → ∀ m, jw p m 3 = 0 := by
    decide +kernel
  have h4 : ∀ p : Fin 3, p ∈ ({0, 1} : Finset (Fin 3)) → ∀ m, (jw p)ᵀ m 3 = 0 := by
    decide +kernel
  refine ⟨⟨?_, ?_, ?_⟩, ⟨by simp, fun p hp => hcol _ (h3 p hp), fun p hp => hcol _ (h4 p hp)⟩⟩
  · intro p x y
    rw [hadj, LinearMap.adjoint_inner_left]
  · intro p q x
    rw [hmul, hmul, hadd, h1, hzero]
  · intro p q x
    rw [hmul, hmul, hadd, h2, delta]
    by_cases e : q = p
    · rw [if_pos e, if_pos e, hone, one_smul]
    · rw [if_neg e, if_neg e, hzero, zero_smul]

end

end NormalOrdering
```

```lean
#print axioms NormalOrdering.reference_energy
#print axioms NormalOrdering.single_excitation
```

```
'NormalOrdering.reference_energy' depends on axioms: [propext, Classical.choice, Quot.sound]
'NormalOrdering.single_excitation' depends on axioms: [propext, Classical.choice, Quot.sound]
```
